# In a d shell, the parallel-spin energy J − K varies between orbital pairs only through Racah B

A Hubbard-corrected calculation on a d shell can use an orbital-dependent density-density interaction. Part of its input is then a table of energies, one for each pair of orbitals occupied with the same spin. For a spherically symmetric shell with one radial function and orbitals of definite magnetic quantum number, that table follows from two numbers, the Racah parameters $A$ and $B$.

## Two electrons of equal spin

Let two electrons of equal spin occupy orbitals with magnetic quantum numbers $m\neq m'$, each between $-2$ and $2$. Their repulsion in a single determinant is $J-K$, the direct integral minus the exchange integral. This $J$ depends on the pair and is not the Hund parameter.

The radial part of the repulsion enters through the Slater integrals $F^0,F^2,F^4$. For the bare Coulomb repulsion in atomic units and a normalised radial function $R$, these are $F^k=\iint R(r_1)^2R(r_2)^2\,\frac{r_<^k}{r_>^{k+1}}\,r_1^2r_2^2\,dr_1dr_2$, with $r_<$ and $r_>$ the smaller and larger of $r_1,r_2$. The angular part enters through Gaunt coefficients $c^k(m,m')$:

$$J=\sum_{k=0,2,4}c^k(m,m)\,c^k(m',m')\,F^k,\qquad K=\sum_{k=0,2,4}c^k(m,m')^2F^k .$$

## The pair energy and when it is uniform

With $A=F^0-F^4/9$ and $B=F^2/49-5F^4/441$,

$$J-K=A-8B-3B\,mm'+\begin{cases}\tfrac32B(6-mm') & |m-m'|=1,\\ 0&\text{otherwise.}\end{cases}$$

All pairs of distinct orbitals have the same energy exactly when $B=0$, that is, when $9F^2=5F^4$. This is a model limit: for the bare Coulomb repulsion of an actual radial function, $F^2>F^4>0$, so $B>0$ and the pair energies differ. The simplest such limit is $F^2=F^4=0$, where every pair costs $F^0$.

The condition $m\neq m'$ matters. For $m=m'$ the definitions give $J=K$, the cancellation of self-interaction. With $m=m'=0$, $F^0=1$ and $F^2=F^4=0$, the left side is 0 and the right side is 1.

## From Legendre functions to Gaunt coefficients

Write $x=\cos\theta$ for the polar variable and $w=\sqrt{1-x^2}$. The Rodrigues formula, without the alternating phase, is

$$P_l^q(x)=\frac{w^q}{2^l\,l!}\frac{d^{\,l+q}}{dx^{\,l+q}}(x^2-1)^l .$$

It gives $P_0^0=1$ and

- $P_2^0=\frac{3x^2-1}{2}$, $P_2^1=3xw$, $P_2^2=3w^2$;
- $P_4^0=\frac{35x^4-30x^2+3}{8}$, $P_4^1=\frac{35x^3-15x}{2}w$, $P_4^2=\frac{105x^2-15}{2}w^2$, $P_4^3=105xw^3$, $P_4^4=105w^4$.

For $q>l$ the function vanishes. The squared normalisation constant is $N_l^q=\frac{2l+1}{2}\frac{(l-q)!}{(l+q)!}$, so $N_2^0=\frac52$, $N_2^1=\frac5{12}$ and $N_2^2=\frac5{48}$.

Put $a=|m|$, $b=|m'|$, $q=|m-m'|$ and $I(k,q,a,b)=\int_{-1}^1P_k^qP_2^aP_2^b\,dx$. Up to a sign, which is $+$ when $m=m'$,

$$c^k(m,m')=\sqrt{\tfrac{2}{2k+1}N_k^qN_2^aN_2^b}\;I(k,q,a,b).$$

Since $q+a+b$ is even, the powers of $w$ combine into a power of $1-x^2$, and the integrand is an even polynomial of degree at most 8. Each term $x^{2j}$ integrates to $2/(2j+1)$. For example,

$$I(2,1,2,1)=\int_{-1}^1 27x^2(1-x^2)^2dx=54\left(\tfrac13-\tfrac25+\tfrac17\right)=\tfrac{144}{35}.$$

On the diagonal $q=0$ and $\frac{2}{2k+1}N_k^0=1$, so $c^k(m,m)=N_2^a\,I(k,0,a,a)$. This is 1 for $k=0$; the other values are:

| $a$ | $I(2,0,a,a)$ | $I(4,0,a,a)$ | $7c^2(m,m)$ | $21c^4(m,m)$ |
|---|---|---|---|---|
| 0 | 4/35 | 4/35 | 2 | 6 |
| 1 | 12/35 | −16/35 | 1 | −4 |
| 2 | −96/35 | 16/35 | −2 | 1 |

Off the diagonal, for $q\le k$,

$$c^k(m,m')^2=\frac{(k-q)!}{(k+q)!}N_2^aN_2^b\,I(k,q,a,b)^2,$$

and the coefficient is zero for $q>k$. In particular $c^0(m,m')=0$.

## Six pairs suffice

Write $J-K=F^0+s\,F^2/49+t\,F^4/441$. For the pair $(2,1)$ the tables give $s=(-2)(1)-6=-8$ and $t=(1)(-4)-5=-9$. The full list is:

| $(m,m')$ | $I(2,q,a,b)$ | $I(4,q,a,b)$ | $49(c^2)^2$ | $441(c^4)^2$ | $s$ | $t$ |
|---|---|---|---|---|---|---|
| (2, 1) | 144/35 | −16/7 | 6 | 5 | −8 | −9 |
| (2, 0) | −96/35 | 48/7 | 4 | 15 | −8 | −9 |
| (2, −1) | 0 | 96 | 0 | 35 | −2 | −39 |
| (2, −2) | 0 | 768 | 0 | 70 | 4 | −69 |
| (1, 0) | 12/35 | 8/7 | 1 | 30 | 1 | −54 |
| (1, −1) | 144/35 | 96/7 | 6 | 40 | −5 | −24 |

Every row satisfies $t=-49-5s$, which means $J-K=A+sB$. Inserting $m$ and $m'$ into the stated formula gives the same $s$ in each row. The remaining pairs follow by exchanging $m$ and $m'$ or reversing both signs, which changes neither side.

If all pair energies agree, then $(2,-2)$ and $(2,0)$ give $A+4B=A-8B$, hence $B=0$. Conversely, $B=0$ leaves $A$ for every pair.

## How the Lean statement represents the shell

In `parallel_pair_energy`, `m` and `m'` are integers with absolute value at most 2, and `F : ℕ → ℝ` supplies the Slater integrals, of which only `F 0`, `F 2` and `F 4` are used. They are arbitrary real numbers; no positivity or radial function is assumed. The integral $I(k,q,a,b)$ is `legInt k q a b`, $N_l^q$ is `normSq l q`, and `(m - m').natAbs` is $|m-m'|$. For $q>k$, `normSq` has no physical meaning, but the accompanying Legendre integral is zero.

The second theorem, `pair_energy_uniform_iff`, says that a common energy `E` exists if and only if `racahB F = 0`.

The multipole forms of $J$ and $K$ are definitions here, not consequences of the Coulomb double integral, and the azimuthal integration is already built into `gaunt`. Spin appears only in the reading of $J-K$. The orbitals are complex harmonics, not the real cubic ones, and there is no spin-orbit coupling. The orbital-polarization functional proportional to $B L^2$, with $L$ the total orbital moment, is a separate mean-field approximation and is not derived.

```lean
import Mathlib

open Polynomial

namespace DShellOrbitalPolarization

noncomputable section

/-- The associated Legendre function of degree `l` and order `m`, from the Rodrigues formula,
without the alternating phase. -/
def assocLegendre (l m : ℕ) (x : ℝ) : ℝ :=
  √(1 - x ^ 2) ^ m *
    ((derivative^[l + m] ((X ^ 2 - 1) ^ l : ℝ[X])).eval x / (2 ^ l * (Nat.factorial l : ℝ)))

/-- The squared normalisation constant of the associated Legendre function, for `m ≤ l`. -/
def normSq (l m : ℕ) : ℝ :=
  (2 * (l : ℝ) + 1) / 2 * ((Nat.factorial (l - m) : ℝ) / (Nat.factorial (l + m) : ℝ))

/-- The integral of one multipole function and two d-shell functions over the polar variable. -/
def legInt (k q a b : ℕ) : ℝ :=
  ∫ x in (-1 : ℝ)..1, assocLegendre k q x * assocLegendre 2 a x * assocLegendre 2 b x

/-- The d-shell Gaunt coefficient `c^k(m, m')`, up to the sign fixed by the phase convention. -/
def gaunt (k : ℕ) (m m' : ℤ) : ℝ :=
  √(2 / (2 * (k : ℝ) + 1) * normSq k (m - m').natAbs * normSq 2 m.natAbs * normSq 2 m'.natAbs) *
    legInt k (m - m').natAbs m.natAbs m'.natAbs

/-- The direct Coulomb integral `J` of two d orbitals, with Slater integrals `F 0, F 2, F 4`. -/
def coulombJ (F : ℕ → ℝ) (m m' : ℤ) : ℝ :=
  ∑ n ∈ Finset.range 3, gaunt (2 * n) m m * gaunt (2 * n) m' m' * F (2 * n)

/-- The exchange integral `K` of two d orbitals, with Slater integrals `F 0, F 2, F 4`. -/
def exchangeK (F : ℕ → ℝ) (m m' : ℤ) : ℝ :=
  ∑ n ∈ Finset.range 3, gaunt (2 * n) m m' ^ 2 * F (2 * n)

/-- The Racah parameter `A` of the d shell. -/
def racahA (F : ℕ → ℝ) : ℝ := F 0 - F 4 / 9

/-- The Racah parameter `B` of the d shell. -/
def racahB (F : ℕ → ℝ) : ℝ := F 2 / 49 - 5 * F 4 / 441

/-- The associated Legendre functions of degree 0 and 2, for orders 0 to 4. -/
theorem assocLegendre_zero_two (x : ℝ) :
    (assocLegendre 0 0 x = 1 ∧ assocLegendre 0 1 x = 0 ∧ assocLegendre 0 2 x = 0 ∧
      assocLegendre 0 3 x = 0 ∧ assocLegendre 0 4 x = 0) ∧
    assocLegendre 2 0 x = (3 * x ^ 2 - 1) / 2 ∧ assocLegendre 2 1 x = 3 * x * √(1 - x ^ 2) ∧
      assocLegendre 2 2 x = 3 * √(1 - x ^ 2) ^ 2 ∧
      assocLegendre 2 3 x = 0 ∧ assocLegendre 2 4 x = 0 := by
  have h0 : ((X ^ 2 - 1) ^ 0 : ℝ[X]) = X ^ 0 := by rw [pow_zero, pow_zero]
  have h2 : ((X ^ 2 - 1) ^ 2 : ℝ[X]) = X ^ 4 - C 2 * X ^ 2 + X ^ 0 := by
    simp only [map_ofNat]; ring
  have f0 : Nat.factorial 0 = 1 := rfl
  have f2 : Nat.factorial 2 = 2 := rfl
  refine ⟨⟨?_, ?_, ?_, ?_, ?_⟩, ?_, ?_, ?_, ?_, ?_⟩ <;>
  · simp only [assocLegendre, h0, h2, f0, f2, iterate_map_add, iterate_derivative_sub,
      iterate_derivative_C_mul, iterate_derivative_X_pow_eq_natCast_mul, eval_add, eval_sub,
      eval_mul, eval_C, eval_natCast, eval_pow, eval_X, eval_one,
      Nat.descFactorial, Nat.cast_ofNat, Nat.cast_one]
    ring

/-- The associated Legendre functions of degree 4, for orders 0 to 4. -/
theorem assocLegendre_four (x : ℝ) :
    assocLegendre 4 0 x = (35 * x ^ 4 - 30 * x ^ 2 + 3) / 8 ∧
    assocLegendre 4 1 x = (35 * x ^ 3 - 15 * x) / 2 * √(1 - x ^ 2) ∧
    assocLegendre 4 2 x = (105 * x ^ 2 - 15) / 2 * √(1 - x ^ 2) ^ 2 ∧
    assocLegendre 4 3 x = 105 * x * √(1 - x ^ 2) ^ 3 ∧
    assocLegendre 4 4 x = 105 * √(1 - x ^ 2) ^ 4 := by
  have h4 : ((X ^ 2 - 1) ^ 4 : ℝ[X]) =
      X ^ 8 - C 4 * X ^ 6 + C 6 * X ^ 4 - C 4 * X ^ 2 + X ^ 0 := by
    simp only [map_ofNat]; ring
  have f4 : Nat.factorial 4 = 24 := rfl
  refine ⟨?_, ?_, ?_, ?_, ?_⟩ <;>
  · simp only [assocLegendre, h4, f4, iterate_map_add, iterate_derivative_sub,
      iterate_derivative_C_mul, iterate_derivative_X_pow_eq_natCast_mul, eval_add, eval_sub,
      eval_mul, eval_C, eval_natCast, eval_pow, eval_X, Nat.descFactorial, Nat.cast_ofNat]
    ring

/-- If the product of the three Legendre functions is an even polynomial of degree at most 8 on
the interval, its integral follows from the coefficients. -/
theorem legInt_eval {k q a b : ℕ} {v : ℝ} (c₀ c₁ c₂ c₃ c₄ : ℝ)
    (h : ∀ x : ℝ, (∀ n : ℕ, √(1 - x ^ 2) ^ (2 * n) = (1 - x ^ 2) ^ n) →
      assocLegendre k q x * assocLegendre 2 a x * assocLegendre 2 b x =
        c₀ + c₁ * x ^ 2 + c₂ * x ^ 4 + c₃ * x ^ 6 + c₄ * x ^ 8)
    (hv : 2 * (c₀ + c₁ / 3 + c₂ / 5 + c₃ / 7 + c₄ / 9) = v) : legInt k q a b = v := by
  have hcongr : legInt k q a b =
      ∫ x in (-1 : ℝ)..1, (c₀ + c₁ * x ^ 2 + c₂ * x ^ 4 + c₃ * x ^ 6 + c₄ * x ^ 8) := by
    refine intervalIntegral.integral_congr (fun x hx => h x (fun n => ?_))
    rw [Set.uIcc_of_le (by norm_num)] at hx
    rw [pow_mul, Real.sq_sqrt (by nlinarith [hx.1, hx.2])]
  -- an explicit antiderivative
  have hd : ∀ x : ℝ, HasDerivAt (fun y : ℝ => c₀ * y + c₁ / 3 * y ^ 3 + c₂ / 5 * y ^ 5 +
      c₃ / 7 * y ^ 7 + c₄ / 9 * y ^ 9)
      (c₀ + c₁ * x ^ 2 + c₂ * x ^ 4 + c₃ * x ^ 6 + c₄ * x ^ 8) x := fun x =>
    ((((((hasDerivAt_id' x).const_mul c₀).fun_add ((hasDerivAt_pow 3 x).const_mul (c₁ / 3))).fun_add
      ((hasDerivAt_pow 5 x).const_mul (c₂ / 5))).fun_add
      ((hasDerivAt_pow 7 x).const_mul (c₃ / 7))).fun_add
      ((hasDerivAt_pow 9 x).const_mul (c₄ / 9))).congr_deriv
      (by simp only [Nat.reduceSub, Nat.cast_ofNat]; ring)
  rw [hcongr, intervalIntegral.integral_eq_sub_of_hasDerivAt (fun x _ => hd x)
    (Continuous.intervalIntegrable (by fun_prop) _ _), ← hv]
  ring

/-- The integrals vanish for a multipole function of degree 0 and order 1 to 4, and for one of
degree 2 and order 3 or 4. -/
theorem legInt_vanish (a b : ℕ) :
    legInt 0 1 a b = 0 ∧ legInt 0 2 a b = 0 ∧ legInt 0 3 a b = 0 ∧ legInt 0 4 a b = 0 ∧
      legInt 2 3 a b = 0 ∧ legInt 2 4 a b = 0 := by
  refine ⟨?_, ?_, ?_, ?_, ?_, ?_⟩ <;> simp [legInt, assocLegendre_zero_two]

/-- The monopole and quadrupole integrals of the d shell. -/
theorem legInt_zero_two :
    (legInt 0 0 0 0 = 2 / 5 ∧ legInt 0 0 1 1 = 12 / 5 ∧ legInt 0 0 2 2 = 48 / 5) ∧
    legInt 2 0 0 0 = 4 / 35 ∧ legInt 2 0 1 1 = 12 / 35 ∧ legInt 2 0 2 2 = -96 / 35 ∧
    legInt 2 1 2 1 = 144 / 35 ∧ legInt 2 2 2 0 = -96 / 35 ∧ legInt 2 1 1 0 = 12 / 35 ∧
    legInt 2 2 1 1 = 144 / 35 := by
  refine ⟨⟨legInt_eval (1/4) (-3/2) (9/4) 0 0 (fun x h => ?_) (by norm_num),
    legInt_eval 0 9 (-9) 0 0 (fun x h => ?_) (by norm_num),
    legInt_eval 9 (-18) 9 0 0 (fun x h => ?_) (by norm_num)⟩,
    legInt_eval (-1/8) (9/8) (-27/8) (27/8) 0 (fun x h => ?_) (by norm_num),
    legInt_eval 0 (-9/2) 18 (-27/2) 0 (fun x h => ?_) (by norm_num),
    legInt_eval (-9/2) (45/2) (-63/2) (27/2) 0 (fun x h => ?_) (by norm_num),
    legInt_eval 0 27 (-54) 27 0 (fun x h => ?_) (by norm_num),
    legInt_eval (-9/2) (45/2) (-63/2) (27/2) 0 (fun x h => ?_) (by norm_num),
    legInt_eval 0 (-9/2) 18 (-27/2) 0 (fun x h => ?_) (by norm_num),
    legInt_eval 0 27 (-54) 27 0 (fun x h => ?_) (by norm_num)⟩ <;>
    simp only [assocLegendre_zero_two]
  · ring
  · linear_combination 9 * x ^ 2 * h 1
  · linear_combination 9 * h 2
  · ring
  · linear_combination 9 * x ^ 2 * (3 * x ^ 2 - 1) / 2 * h 1
  · linear_combination 9 * (3 * x ^ 2 - 1) / 2 * h 2
  · linear_combination 27 * x ^ 2 * h 2
  · linear_combination 9 * (3 * x ^ 2 - 1) / 2 * h 2
  · linear_combination 9 * x ^ 2 * (3 * x ^ 2 - 1) / 2 * h 1
  · linear_combination 27 * x ^ 2 * h 2

/-- The hexadecapole integrals of the d shell. -/
theorem legInt_four :
    legInt 4 0 0 0 = 4 / 35 ∧ legInt 4 0 1 1 = -16 / 35 ∧ legInt 4 0 2 2 = 16 / 35 ∧
    legInt 4 1 2 1 = -16 / 7 ∧ legInt 4 2 2 0 = 48 / 7 ∧ legInt 4 3 2 1 = 96 ∧
    legInt 4 4 2 2 = 768 ∧ legInt 4 1 1 0 = 8 / 7 ∧ legInt 4 2 1 1 = 96 / 7 := by
  refine ⟨legInt_eval (3/32) (-3/2) (121/16) (-15) (315/32) (fun x h => ?_) (by norm_num),
    legInt_eval 0 (27/8) (-297/8) (585/8) (-315/8) (fun x h => ?_) (by norm_num),
    legInt_eval (27/8) (-81/2) (441/4) (-225/2) (315/8) (fun x h => ?_) (by norm_num),
    legInt_eval 0 (-135/2) (585/2) (-765/2) (315/2) (fun x h => ?_) (by norm_num),
    legInt_eval (45/4) (-135) (945/2) (-585) (945/4) (fun x h => ?_) (by norm_num),
    legInt_eval 0 945 (-2835) 2835 (-945) (fun x h => ?_) (by norm_num),
    legInt_eval 945 (-3780) 5670 (-3780) 945 (fun x h => ?_) (by norm_num),
    legInt_eval 0 (45/4) (-285/4) (555/4) (-315/4) (fun x h => ?_) (by norm_num),
    legInt_eval 0 (-135/2) (1215/2) (-2025/2) (945/2) (fun x h => ?_) (by norm_num)⟩ <;>
    simp only [assocLegendre_zero_two, assocLegendre_four]
  · ring
  · linear_combination 9 * x ^ 2 * (35 * x ^ 4 - 30 * x ^ 2 + 3) / 8 * h 1
  · linear_combination 9 * (35 * x ^ 4 - 30 * x ^ 2 + 3) / 8 * h 2
  · linear_combination 9 * x * (35 * x ^ 3 - 15 * x) / 2 * h 2
  · linear_combination 3 * (105 * x ^ 2 - 15) * (3 * x ^ 2 - 1) / 4 * h 2
  · linear_combination 945 * x ^ 2 * h 3
  · linear_combination 945 * h 4
  · linear_combination 3 * x * (35 * x ^ 3 - 15 * x) * (3 * x ^ 2 - 1) / 4 * h 1
  · linear_combination 9 * x ^ 2 * (105 * x ^ 2 - 15) / 2 * h 2

/-- Diagonal and squared Gaunt coefficients written without square roots. -/
theorem gaunt_diag_and_sq (k : ℕ) (m m' : ℤ) :
    gaunt k m m = normSq 2 m.natAbs * legInt k 0 m.natAbs m.natAbs ∧
    gaunt k m m' ^ 2 = 2 / (2 * (k : ℝ) + 1) * normSq k (m - m').natAbs * normSq 2 m.natAbs *
      normSq 2 m'.natAbs * legInt k (m - m').natAbs m.natAbs m'.natAbs ^ 2 := by
  constructor
  · have h0 : 2 / (2 * (k : ℝ) + 1) * normSq k 0 = 1 := by
      have hk : (Nat.factorial k : ℝ) ≠ 0 := Nat.cast_ne_zero.mpr (Nat.factorial_ne_zero k)
      have hk' : 2 * (k : ℝ) + 1 ≠ 0 := by positivity
      simp only [normSq, Nat.sub_zero, Nat.add_zero, div_self hk]
      field_simp
    rw [gaunt, sub_self, Int.natAbs_zero, h0, one_mul,
      Real.sqrt_mul_self (by unfold normSq; positivity)]
  · rw [gaunt, mul_pow, Real.sq_sqrt (by unfold normSq; positivity)]

/-- The parallel-spin pair energy `J - K` of two different d orbitals in terms of the Racah
parameters `A` and `B` and the magnetic quantum numbers. -/
theorem parallel_pair_energy (F : ℕ → ℝ) (m m' : ℤ) (hm : |m| ≤ 2) (hm' : |m'| ≤ 2)
    (hne : m ≠ m') :
    coulombJ F m m' - exchangeK F m m' =
      racahA F - 8 * racahB F - 3 * racahB F * m * m' +
        (if (m - m').natAbs = 1 then 3 * racahB F * (6 - m * m') / 2 else 0) := by
  have hc : ∀ k q a b, legInt k q a b = legInt k q b a := fun k q a b => by
    simp only [legInt, mul_right_comm]
  have n2 : (2 : ℤ).natAbs = 2 := rfl
  have n3 : (3 : ℤ).natAbs = 3 := rfl
  have n4 : (4 : ℤ).natAbs = 4 := rfl
  obtain ⟨h1, h2⟩ := abs_le.mp hm
  obtain ⟨h3, h4⟩ := abs_le.mp hm'
  simp only [coulombJ, exchangeK, Finset.sum_range_succ, Finset.sum_range_zero,
    (gaunt_diag_and_sq _ _ 0).1, (gaunt_diag_and_sq _ _ _).2, racahA, racahB]
  clear hm hm'
  -- all 25 ordered pairs; the five with `m = m'` contradict `hne`
  interval_cases m <;> interval_cases m' <;>
  first
  | exact absurd rfl hne
  | (simp only [Int.reduceNeg, Int.reduceSub, Int.natAbs_neg, Int.natAbs_one, Int.natAbs_zero,
      n2, n3, n4, Nat.reduceMul, hc _ _ 1 2, hc _ _ 0 2, hc _ _ 0 1, legInt_vanish,
      legInt_zero_two, legInt_four, normSq, Nat.factorial, Nat.succ_eq_add_one, Nat.reduceAdd,
      Nat.reduceSub, Nat.cast_ofNat, Nat.cast_one, Nat.cast_zero, Int.cast_neg, Int.cast_ofNat,
      Int.cast_one, Int.cast_zero, Nat.reduceEqDiff, OfNat.ofNat_ne_one, ↓reduceIte]
     ring)

/-- The parallel-spin pair energy is the same for all pairs of different d orbitals exactly when
the Racah parameter `B` vanishes. -/
theorem pair_energy_uniform_iff (F : ℕ → ℝ) :
    (∃ E : ℝ, ∀ m m' : ℤ, |m| ≤ 2 → |m'| ≤ 2 → m ≠ m' →
      coulombJ F m m' - exchangeK F m m' = E) ↔ racahB F = 0 := by
  constructor
  · rintro ⟨E, hE⟩
    -- the pairs (2, -2) and (2, 0) differ by 12 B
    have e1 := hE 2 (-2) (by decide) (by decide) (by decide)
    have e2 := hE 2 0 (by decide) (by decide) (by decide)
    rw [parallel_pair_energy F _ _ (by decide) (by decide) (by decide),
      if_neg (by decide)] at e1 e2
    push_cast at e1 e2
    linarith
  · intro hB
    refine ⟨racahA F, fun m m' hm hm' hne => ?_⟩
    rw [parallel_pair_energy F m m' hm hm' hne, hB]
    simp

end

end DShellOrbitalPolarization
```

```lean
#print axioms DShellOrbitalPolarization.parallel_pair_energy
-- 'DShellOrbitalPolarization.parallel_pair_energy' depends on axioms: [propext, Classical.choice, Quot.sound]
#print axioms DShellOrbitalPolarization.pair_energy_uniform_iff
-- 'DShellOrbitalPolarization.pair_energy_uniform_iff' depends on axioms: [propext, Classical.choice, Quot.sound]
```

## From polynomial integrals to the pair formula

`assocLegendre_zero_two` and `assocLegendre_four` expand $(x^2-1)^l$ into powers, differentiate term by term and let `ring` collect the result.

`legInt_eval` is the integration rule. Its user supplies five coefficients and shows that the triple product equals the corresponding even polynomial. For this, the user may replace $w^{2n}$ by $(1-x^2)^n$, which is valid on $[-1,1]$. The lemma then applies the fundamental theorem of calculus to an explicit antiderivative.

`legInt_zero_two` and `legInt_four` apply this rule to each nonzero tabulated integral. Their `linear_combination` steps multiply the replacement for $w^{2n}$ by the remaining polynomial factor. `legInt_vanish` handles orders above the degree.

`gaunt_diag_and_sq` removes the square roots: on the diagonal the radicand is a perfect square, and off it the coefficient itself is squared.

In `parallel_pair_energy`, `interval_cases` lists all 25 ordered pairs. Five have $m=m'$ and contradict `hne`. In the other twenty, `simp only` inserts the integrals, with `hc` exchanging the two d functions where necessary, and `ring` compares the coefficients of the Slater integrals. The proof thus checks every ordered pair directly, without the symmetry reduction to six.

`pair_energy_uniform_iff` follows the argument by hand: `linarith` extracts $B=0$ from the pairs $(2,-2)$ and $(2,0)$, and the converse takes `racahA F` as the common energy.
